# A uniform matrix product state for the translation sum of a site-dependent one on a finite ring

The main modelling choice is how to express an ordered product around a ring. Here the sites form `ZMod N`, so the successor of the last site is site 0, while a configuration is a function $c$ from `Fin N` to a set $S$ of local basis labels, read as the word $c_0c_1\cdots c_{N-1}$. Configurations on `ZMod N` would put translation and site labels in the same type, but the matrix product would then need a separate rule for listing the sites.

In Lean 4 with Mathlib:

```lean
import Mathlib

open Matrix

namespace UniformMPSFromSiteDependent

noncomputable section

variable {N D : ℕ} {S : Type*}
```

At each site $k$ and for each label $s$ there is a complex $D\times D$ matrix $A_k^s$. For a word $w=s_0\cdots s_{L-1}$ of any length $L$, define

$$P_k(w)=A_k^{s_0}A_{k+1}^{s_1}\cdots A_{k+L-1}^{s_{L-1}},$$

with site indices modulo $N$ and $P_k=1$ for the empty word. Allowing every length makes induction on the word possible.

```lean
/-- The ordered product of site tensors along a word of physical indices, starting at
site `k` of the ring and moving one site forward with each letter. -/
def siteProd (A : ZMod N → S → Matrix (Fin D) (Fin D) ℂ) :
    ZMod N → List S → Matrix (Fin D) (Fin D) ℂ
  | _, [] => 1
  | k, s :: w => A k s * siteProd A (k + 1) w
```

The uniform tensor keeps track of the site in its bond index. A bond index is now a pair $(k,a)$ of site and old bond index, and

$$B^s_{(k,a),(l,b)}=\delta_{l,k+1}\,(A_k^s)_{ab}.$$

```lean
/-- The block tensor `B^s`, with `A_k^s` in block `(k, k+1)` and zeros elsewhere. -/
def blockTensor (A : ZMod N → S → Matrix (Fin D) (Fin D) ℂ) (s : S) :
    Matrix (ZMod N × Fin D) (ZMod N × Fin D) ℂ :=
  fun p q => if q.1 = p.1 + 1 then A p.1 s p.2 q.2 else 0
```

The site-dependent amplitude is $\psi_A(c)=\operatorname{Tr}P_0(c)$. Neither this amplitude nor the uniform one is normalised, and either may vanish for every configuration, in which case it describes no physical state.

```lean
/-- Amplitude of a configuration in the periodic MPS with site-dependent tensors. -/
def siteMPS (A : ZMod N → S → Matrix (Fin D) (Fin D) ℂ) (c : Fin N → S) : ℂ :=
  trace (siteProd A 0 (List.ofFn c))
```

For a uniform tensor the amplitude is $\operatorname{Tr}(B^{c_0}\cdots B^{c_{N-1}})$, with any finite bond index set.

```lean
/-- Amplitude of a configuration in the periodic MPS with the same tensor on every site. -/
def uniformMPS {ι : Type*} [Fintype ι] [DecidableEq ι] (B : S → Matrix ι ι ℂ)
    (c : Fin N → S) : ℂ :=
  trace ((List.ofFn c).map B).prod
```

Translation by $n$ is $(T_nc)_i=c_{i+n}$, with addition modulo $N$.

```lean
/-- The configuration translated backward by `n` sites around the ring: site `i` receives the label
from site `i + n`. -/
def translate (n : Fin N) (c : Fin N → S) : Fin N → S := fun i => c (i + n)
```

## Products of the block tensors

For a word of length $L$,

$$(B^{s_0}\cdots B^{s_{L-1}})_{(k,a),(l,b)}=\delta_{l,k+L}\,P_k(w)_{ab}.$$

The empty word gives the identity. For a longer word, the first factor $B^{s_0}$ restricts the sum over intermediate blocks to $k+1$. The remaining word then contributes $P_{k+1}$, and $A_k^{s_0}P_{k+1}(s_1\cdots s_{L-1})=P_k(w)$. In the proof, `Finset.sum_eq_single` selects that block.

```lean
/-- A product of block tensors connects block `k` only to the block displaced by the
word length, and the entry there is the product of site tensors starting at `k`. -/
theorem block_word [NeZero N] (A : ZMod N → S → Matrix (Fin D) (Fin D) ℂ) (w : List S)
    (k l : ZMod N) (a b : Fin D) :
    (w.map (blockTensor A)).prod (k, a) (l, b) =
      if l = k + (w.length : ZMod N) then siteProd A k w a b else 0 := by
  induction w generalizing k a with
  | nil =>
    by_cases h : l = k
    · subst h
      simp [siteProd, Matrix.one_apply]
    · have h' : k ≠ l := fun e => h e.symm
      simp [h, h']
  | cons s w ih =>
    have e : k + ((s :: w).length : ZMod N) = k + 1 + (w.length : ZMod N) := by
      rw [List.length_cons, Nat.cast_succ]; ring
    -- only the intermediate block `k + 1` contributes
    rw [e, List.map_cons, List.prod_cons, Matrix.mul_apply, Fintype.sum_prod_type,
      Finset.sum_eq_single (k + 1)]
    · by_cases h : l = k + 1 + (w.length : ZMod N)
      · subst h
        simp [ih, blockTensor, siteProd, Matrix.mul_apply]
      · simp [ih, h]
    · intro m _ hm
      simp [blockTensor, hm]
    · intro h
      exact absurd (Finset.mem_univ _) h
```

Setting $l=k$, $b=a$ and summing gives $\sum_k\operatorname{Tr}P_k(w)$ if $N$ divides $L$, and zero otherwise.

```lean
/-- The trace of a product of block tensors vanishes unless the number of factors is a
multiple of `N`, and is then the sum over starting sites of the site-tensor traces. -/
theorem trace_block_word [NeZero N] (A : ZMod N → S → Matrix (Fin D) (Fin D) ℂ)
    (w : List S) :
    trace (w.map (blockTensor A)).prod =
      if (w.length : ZMod N) = 0 then ∑ k, trace (siteProd A k w) else 0 := by
  simp only [Matrix.trace, Matrix.diag_apply, Fintype.sum_prod_type, block_word,
    left_eq_add]
  by_cases h : (w.length : ZMod N) = 0
  · simp only [h, if_true]
  · simp only [h, if_false, Finset.sum_const_zero]
```

A configuration has $L=N$, so

$$\operatorname{Tr}(B^{c_0}\cdots B^{c_{N-1}})=\sum_k\operatorname{Tr}\bigl(A_k^{c_0}A_{k+1}^{c_1}\cdots A_{k+N-1}^{c_{N-1}}\bigr).$$

```lean
/-- On `N` sites the uniform MPS built from the block tensors has amplitude `∑ k, Tr (A_k^(c_0)
A_(k+1)^(c_1) ... A_(k+N-1)^(c_(N-1)))`. -/
theorem uniformMPS_block [NeZero N] (A : ZMod N → S → Matrix (Fin D) (Fin D) ℂ)
    (c : Fin N → S) :
    uniformMPS (blockTensor A) c = ∑ k, trace (siteProd A k (List.ofFn c)) := by
  rw [uniformMPS, trace_block_word, if_pos]
  rw [List.length_ofFn]
  exact ZMod.natCast_self N
```

## From starting sites to translations

Appending a letter $s$ to a word of length $L$ adds the next tensor on the right: $P_k(ws)=P_k(w)A_{k+L}^s$.

```lean
/-- Appending a letter multiplies by the tensor of the next site on the right. -/
theorem siteProd_append (A : ZMod N → S → Matrix (Fin D) (Fin D) ℂ) (w : List S) (s : S)
    (k : ZMod N) :
    siteProd A k (w ++ [s]) = siteProd A k w * A (k + (w.length : ZMod N)) s := by
  induction w generalizing k with
  | nil => simp [siteProd]
  | cons t w ih =>
    have e : k + ((t :: w).length : ZMod N) = k + 1 + (w.length : ZMod N) := by
      rw [List.length_cons, Nat.cast_succ]; ring
    rw [e]
    simp only [List.cons_append, siteProd, ih, Matrix.mul_assoc]
```

Let $N$ divide $L$, and move the first letter of a nonempty word to the end. Starting one site later, the moved letter meets site $k+L=k$, so

$$\operatorname{Tr}P_{k+1}(s_1\cdots s_{L-1}s_0)=\operatorname{Tr}\bigl(P_{k+1}(s_1\cdots s_{L-1})A_k^{s_0}\bigr)=\operatorname{Tr}P_k(w).$$

Repeating this $n$ times gives the rotation by $n$.

```lean
/-- For a word that closes around the ring, moving the starting site forward by `n` and
rotating the word by `n` leaves the trace unchanged. -/
theorem trace_siteProd_rotate (A : ZMod N → S → Matrix (Fin D) (Fin D) ℂ) (n : ℕ)
    (w : List S) (k : ZMod N) (hw : (w.length : ZMod N) = 0) :
    trace (siteProd A (k + (n : ZMod N)) (w.rotate n)) = trace (siteProd A k w) := by
  induction n generalizing w k with
  | zero => simp
  | succ n ih =>
    cases w with
    | nil => simp [siteProd]
    | cons s w =>
      rw [List.length_cons, Nat.cast_succ] at hw
      have e : k + ((n + 1 : ℕ) : ZMod N) = k + 1 + (n : ZMod N) := by
        rw [Nat.cast_succ]; ring
      have e' : k + 1 + (w.length : ZMod N) = k := by linear_combination hw
      have hl : ((w ++ [s]).length : ZMod N) = 0 := by
        rw [List.length_append, List.length_singleton, Nat.cast_add, Nat.cast_one]
        exact hw
      -- cyclicity of the trace brings the last tensor to the front
      rw [List.rotate_cons_succ, e, ih _ _ hl, siteProd_append, e', Matrix.trace_mul_comm]
      rfl
```

The word of $T_nc$ is $c_nc_{n+1}\cdots c_{n-1}$, the word of $c$ rotated left by $n$.

```lean
/-- Reading a translated configuration gives the rotated word. -/
theorem ofFn_translate (n : Fin N) (c : Fin N → S) :
    List.ofFn (translate n c) = (List.ofFn c).rotate n := by
  apply List.ext_getElem
  · simp
  · intro i h1 h2
    simp only [List.getElem_rotate, List.getElem_ofFn, translate]
    congr 1
    apply Fin.ext
    simp [Fin.val_add]
```

Taking $k=-n$ in the rotation identity gives $\psi_A(T_nc)=\operatorname{Tr}P_{-n}(c)$. The sign follows from the convention for $T_n$: it moves every label $n$ sites backward, so $c_0$ lands on site $-n$ and meets the tensor there. Since $n\mapsto-n$ is a bijection from `Fin N` to `ZMod N`,

$$\operatorname{Tr}(B^{c_0}\cdots B^{c_{N-1}})=\sum_{n=0}^{N-1}\psi_A(T_nc).$$

```lean
/-- The uniform MPS built from the block tensors is the sum of all `N` translations of
the site-dependent MPS. -/
theorem uniformMPS_block_eq_sum_translate [NeZero N]
    (A : ZMod N → S → Matrix (Fin D) (Fin D) ℂ) (c : Fin N → S) :
    uniformMPS (blockTensor A) c = ∑ n : Fin N, siteMPS A (translate n c) := by
  rw [uniformMPS_block]
  symm
  -- translation by `n` corresponds to the starting site `-n`
  apply Fintype.sum_bijective (fun n : Fin N => -((n : ℕ) : ZMod N))
  · rw [Fintype.bijective_iff_injective_and_card]
    refine ⟨fun a b h => ?_, by rw [ZMod.card, Fintype.card_fin]⟩
    have h' := (ZMod.natCast_eq_natCast_iff' _ _ N).1 (neg_injective h)
    rw [Nat.mod_eq_of_lt a.isLt, Nat.mod_eq_of_lt b.isLt] at h'
    exact Fin.ext h'
  · intro n
    have h := trace_siteProd_rotate A n (List.ofFn c) (-((n : ℕ) : ZMod N))
      (by rw [List.length_ofFn]; exact ZMod.natCast_self N)
    rw [neg_add_cancel] at h
    rw [siteMPS, ofFn_translate, h]
```

## Translation-invariant states

Conversely, any uniform amplitude is invariant. If $X$ is the product of the first $n$ matrices and $Y$ that of the rest, translation replaces $\operatorname{Tr}(XY)$ by $\operatorname{Tr}(YX)$.

```lean
/-- Every periodic MPS with a uniform tensor is translation invariant. -/
theorem uniformMPS_translate {ι : Type*} [Fintype ι] [DecidableEq ι]
    (B : S → Matrix ι ι ℂ) (n : Fin N) (c : Fin N → S) :
    uniformMPS B (translate n c) = uniformMPS B c := by
  rw [uniformMPS, ofFn_translate, List.rotate_eq_drop_append_take_mod, List.map_append,
    List.prod_append, Matrix.trace_mul_comm, ← List.prod_append, ← List.map_append,
    List.take_append_drop, uniformMPS]
```

If $\psi_A$ is already invariant, the translation sum is $N\psi_A$, so $B$ must be rescaled. Multiplying every tensor by $z$ multiplies the amplitude by $z^N$.

```lean
/-- Rescaling the uniform tensor by `z` multiplies every `N`-site amplitude by `z ^ N`. -/
theorem uniformMPS_smul {ι : Type*} [Fintype ι] [DecidableEq ι]
    (B : S → Matrix ι ι ℂ) (z : ℂ) (c : Fin N → S) :
    uniformMPS (fun s => z • B s) c = z ^ N * uniformMPS B c := by
  have h : ∀ w : List S,
      (w.map (fun s => z • B s)).prod = z ^ w.length • (w.map B).prod := by
    intro w
    induction w with
    | nil => simp
    | cons s w ih =>
      rw [List.map_cons, List.prod_cons, ih, smul_mul_assoc, mul_smul_comm, smul_smul,
        ← pow_succ', List.map_cons, List.prod_cons, List.length_cons]
  rw [uniformMPS, h, Matrix.trace_smul, List.length_ofFn, smul_eq_mul, uniformMPS]
```

The right choice is therefore $z^N=1/N$, for example $z=N^{-1/N}$; putting $1/N$ into each tensor would give $N^{-N}$ instead. With this $z$,

$$\operatorname{Tr}(zB^{c_0}\cdots zB^{c_{N-1}})=\frac1N\,N\psi_A(c)=\psi_A(c).$$

The final theorem states that, for fixed $N\ge1$, $\psi_A$ is translation invariant if and only if some uniform tensor of bond dimension $ND$ reproduces all its amplitudes. Invariance means equality of amplitudes, not equality up to a phase, and $ND$ is not claimed to be minimal. For tensor-network simulations of a finite periodic ring, this means that an invariant state can be written with one repeated tensor, at a bond dimension that in this construction grows with the ring. The construction by itself saves no memory, because the blocks of that tensor contain all $N$ original site tensors, up to the factor $z$.

```lean
/-- A site-dependent MPS of bond dimension `D` on `N` sites is translation invariant if and
only if it is a uniform MPS of bond dimension `N * D`. -/
theorem translation_invariant_iff_uniform [NeZero N]
    (A : ZMod N → S → Matrix (Fin D) (Fin D) ℂ) :
    (∀ (n : Fin N) (c : Fin N → S), siteMPS A (translate n c) = siteMPS A c) ↔
      ∃ B : S → Matrix (ZMod N × Fin D) (ZMod N × Fin D) ℂ,
        ∀ c : Fin N → S, uniformMPS B c = siteMPS A c := by
  constructor
  · intro h
    -- an `N`-th root of `1 / N` absorbs the number of translations
    obtain ⟨z, hz⟩ := IsAlgClosed.exists_pow_nat_eq ((N : ℂ)⁻¹) (NeZero.pos N)
    refine ⟨fun s => z • blockTensor A s, fun c => ?_⟩
    have hN : (N : ℂ) ≠ 0 := Nat.cast_ne_zero.2 (NeZero.ne N)
    rw [uniformMPS_smul, hz, uniformMPS_block_eq_sum_translate,
      Finset.sum_congr rfl (fun n _ => h n c), Finset.sum_const, Finset.card_univ,
      Fintype.card_fin, nsmul_eq_mul, inv_mul_cancel_left₀ hN]
  · rintro ⟨B, hB⟩ n c
    rw [← hB, ← hB, uniformMPS_translate]

end

end UniformMPSFromSiteDependent
```

```lean
#print axioms UniformMPSFromSiteDependent.uniformMPS_block_eq_sum_translate
-- 'UniformMPSFromSiteDependent.uniformMPS_block_eq_sum_translate' depends on axioms: [propext, Classical.choice, Quot.sound]
#print axioms UniformMPSFromSiteDependent.translation_invariant_iff_uniform
-- 'UniformMPSFromSiteDependent.translation_invariant_iff_uniform' depends on axioms: [propext, Classical.choice, Quot.sound]
```
